# Effective coefficients of a piezoelectric series laminate and an upper bound on its short-circuit compliance

Layer $i$ of a finite stack has thickness fraction $w_i>0$, with $\sum_i w_i=1$, compliance $s_i$ at constant field, piezoelectric coefficient $d_i$ and permittivity $\varepsilon_i>0$ at constant stress. Positive permittivity means that, at fixed stress, the electric displacement increases with the field. The strain $S_i$ and field $E_i$ obey

$$S_i=s_iT+d_iE_i,\qquad D=d_iT+\varepsilon_iE_i.$$

The stress $T$ and electric displacement $D$ are common to all layers, as in mechanical equilibrium with no free charge at the interfaces. All quantities are single components along the stacking direction, and the lateral stress is taken to be zero in every layer. Write $\langle f\rangle=\sum_i w_if_i$. Short circuit means $\langle E\rangle=0$, that is, zero voltage across the stack; the individual $E_i$ need not vanish.

## The effective law and the compliance bound

The averages obey the law of a single layer,

$$\langle S\rangle=s_{\rm eff}T+d_{\rm eff}\langle E\rangle,\qquad D=d_{\rm eff}T+\varepsilon_{\rm eff}\langle E\rangle,$$

with

$$d_{\rm eff}=\frac{\langle d/\varepsilon\rangle}{\langle 1/\varepsilon\rangle},\quad \varepsilon_{\rm eff}=\frac1{\langle 1/\varepsilon\rangle},\quad s_{\rm eff}=\langle s\rangle-\left\langle\frac{(d-d_{\rm eff})^2}{\varepsilon}\right\rangle.$$

Hence $s_{\rm eff}\le\langle s\rangle$, with equality exactly when all $d_i$ coincide.

## Replacing a stack by one element

A code that replaces a linear, static, one-component stack by a single homogeneous element can use these coefficients, provided that no electrode between the layers is wired to a circuit. For such a stack, using $\langle s\rangle$ as the short-circuit compliance instead makes the element too soft whenever the $d_i$ differ. Wired inner electrodes, as in many multilayer actuators, can put free charge on the interfaces, and $D$ is then not common to the layers. If every layer is short-circuited separately, each $E_i=0$ and the compliance is exactly $\langle s\rangle$.

## Eliminating the layer fields

Set $a=\langle1/\varepsilon\rangle>0$ and $b=\langle d/\varepsilon\rangle$, so that $d_{\rm eff}=b/a$. Each layer gives $E_i=(D-d_iT)/\varepsilon_i$. Averaging the fields and strains yields

$$\langle E\rangle=aD-bT,\qquad \langle S\rangle=\langle s\rangle T+bD-\langle d^2/\varepsilon\rangle T.$$

The first equation gives $D=(b/a)T+\langle E\rangle/a$, the effective displacement law. Inserting it in the second gives

$$\langle S\rangle=\left(\langle s\rangle-\langle d^2/\varepsilon\rangle+b^2/a\right)T+d_{\rm eff}\langle E\rangle.$$

The bracket is $s_{\rm eff}$, because

$$\left\langle\frac{(d-d_{\rm eff})^2}{\varepsilon}\right\rangle=\langle d^2/\varepsilon\rangle-2d_{\rm eff}b+d_{\rm eff}^2a=\langle d^2/\varepsilon\rangle-b^2/a.$$

Conversely, given macroscopic values that satisfy the effective law, the layer formulas for $E_i$ and $S_i$ define a state with those averages.

The subtracted average is a sum of non-negative terms, which proves the bound. If it vanishes, each term vanishes, and $w_i/\varepsilon_i>0$ forces $d_i=d_{\rm eff}$ for every $i$. If all $d_i$ equal $d$, then $d_{\rm eff}=da/a=d$ and the sum is zero.

At open circuit, $D=0$, and the compliance averages exactly:

$$s_{\rm eff}-\frac{d_{\rm eff}^2}{\varepsilon_{\rm eff}}=\langle s\rangle-\langle d^2/\varepsilon\rangle.$$

A single layer returns its own coefficients. Two equal layers of opposite polarity have $b=0$, hence $d_{\rm eff}=0$ and $s_{\rm eff}=s-d^2/\varepsilon$, a strict reduction if $d\ne0$.

## The Lean file

```lean
import Mathlib

open Finset

namespace PiezoelectricSeriesLaminate

noncomputable section

/-- A series laminate: layer `i` has thickness fraction `w i`, compliance `s i` at constant
field, piezoelectric coefficient `d i` and permittivity `ε i` at constant stress. -/
structure Laminate (ι : Type*) [Fintype ι] where
  w : ι → ℝ
  s : ι → ℝ
  d : ι → ℝ
  ε : ι → ℝ
  w_pos : ∀ i, 0 < w i
  w_sum : ∑ i, w i = 1
  ε_pos : ∀ i, 0 < ε i

variable {ι : Type*} [Fintype ι]

/-- The thickness average of a layer quantity. -/
def Laminate.mean (L : Laminate ι) (f : ι → ℝ) : ℝ := ∑ i, L.w i * f i

/-- Layer strains `S` and fields `E` obey the piezoelectric equations of every layer under a
common stress `T` and a common electric displacement `D`. -/
structure IsState (L : Laminate ι) (T D : ℝ) (S E : ι → ℝ) : Prop where
  strain : ∀ i, S i = L.s i * T + L.d i * E i
  displacement : ∀ i, D = L.d i * T + L.ε i * E i

/-- The effective permittivity, the harmonic mean of the layer permittivities. -/
def Laminate.epsEff (L : Laminate ι) : ℝ := (L.mean fun i => 1 / L.ε i)⁻¹

/-- The effective piezoelectric coefficient, the average of `d` weighted by `w / ε`. -/
def Laminate.dEff (L : Laminate ι) : ℝ :=
  (L.mean fun i => L.d i / L.ε i) / (L.mean fun i => 1 / L.ε i)

/-- The effective compliance: the mean compliance minus the mean squared spread of the piezoelectric
coefficients about their effective value, weighted by inverse permittivity. -/
def Laminate.sEff (L : Laminate ι) : ℝ :=
  L.mean L.s - L.mean fun i => (L.d i - L.dEff) ^ 2 / L.ε i

/-- The mean inverse permittivity of a laminate is positive. -/
theorem mean_inv_eps_pos (L : Laminate ι) : 0 < L.mean fun i => 1 / L.ε i := by
  have hne : (Finset.univ : Finset ι).Nonempty := by
    rw [Finset.nonempty_iff_ne_empty]
    intro h
    have h1 := L.w_sum
    rw [h] at h1
    simp at h1
  exact Finset.sum_pos (fun i _ => mul_pos (L.w_pos i) (one_div_pos.mpr (L.ε_pos i))) hne

/-- The effective piezoelectric coefficient times the mean inverse permittivity is the mean
of `d / ε`. -/
theorem dEff_mul (L : Laminate ι) :
    L.dEff * (L.mean fun i => 1 / L.ε i) = L.mean fun i => L.d i / L.ε i :=
  div_mul_cancel₀ _ (mean_inv_eps_pos L).ne'

/-- The effective compliance written through the averages of `s`, `d² / ε`, `d / ε` and
`1 / ε`. -/
theorem sEff_expand (L : Laminate ι) :
    L.sEff = L.mean L.s - ((L.mean fun i => L.d i ^ 2 / L.ε i)
      - 2 * L.dEff * (L.mean fun i => L.d i / L.ε i)
      + L.dEff ^ 2 * (L.mean fun i => 1 / L.ε i)) := by
  rw [Laminate.sEff]
  congr 1
  generalize L.dEff = c
  simp only [Laminate.mean]
  rw [Finset.mul_sum, Finset.mul_sum, ← Finset.sum_sub_distrib, ← Finset.sum_add_distrib]
  exact Finset.sum_congr rfl fun i _ => by ring

/-- Effective law: a mean strain `S'` and mean field `E'` are realised by some state of the
layers at stress `T` and displacement `D` exactly when they obey the piezoelectric equations
with the effective coefficients. -/
theorem effective_law (L : Laminate ι) (T D S' E' : ℝ) :
    (∃ S E, IsState L T D S E ∧ L.mean S = S' ∧ L.mean E = E') ↔
      S' = L.sEff * T + L.dEff * E' ∧ D = L.dEff * T + L.epsEff * E' := by
  have hq := dEff_mul L
  have he : L.epsEff * (L.mean fun i => 1 / L.ε i) = 1 :=
    inv_mul_cancel₀ (mean_inv_eps_pos L).ne'
  have hs := sEff_expand L
  -- averages of the layer fields and strains, with the fields eliminated
  have hE : (L.mean fun i => (D - L.d i * T) / L.ε i)
      = D * (L.mean fun i => 1 / L.ε i) - T * (L.mean fun i => L.d i / L.ε i) := by
    simp only [Laminate.mean]
    rw [Finset.mul_sum, Finset.mul_sum, ← Finset.sum_sub_distrib]
    exact Finset.sum_congr rfl fun i _ => by ring
  have hS : (L.mean fun i => L.s i * T + L.d i * ((D - L.d i * T) / L.ε i))
      = T * L.mean L.s + D * (L.mean fun i => L.d i / L.ε i)
        - T * (L.mean fun i => L.d i ^ 2 / L.ε i) := by
    simp only [Laminate.mean]
    rw [Finset.mul_sum, Finset.mul_sum, Finset.mul_sum, ← Finset.sum_add_distrib,
      ← Finset.sum_sub_distrib]
    exact Finset.sum_congr rfl fun i _ => by ring
  constructor
  · rintro ⟨S, E, h, h1, h2⟩
    have hEi : E = fun i => (D - L.d i * T) / L.ε i := by
      funext i
      rw [eq_div_iff (L.ε_pos i).ne']
      linear_combination -(h.displacement i)
    have hSi : S = fun i => L.s i * T + L.d i * ((D - L.d i * T) / L.ε i) := by
      funext i
      rw [h.strain i, hEi]
    rw [hEi, hE] at h2
    rw [hSi, hS] at h1
    constructor
    · linear_combination -h1 + L.dEff * h2 - T * hs + (L.dEff * T - D) * hq
    · linear_combination L.epsEff * h2 + (L.dEff * T - D) * he - L.epsEff * T * hq
  · rintro ⟨h1, h2⟩
    have h3 : E' = D * (L.mean fun i => 1 / L.ε i)
        - T * (L.mean fun i => L.d i / L.ε i) := by
      linear_combination -(L.mean fun i => 1 / L.ε i) * h2 - E' * he - T * hq
    refine ⟨fun i => L.s i * T + L.d i * ((D - L.d i * T) / L.ε i),
      fun i => (D - L.d i * T) / L.ε i, ⟨fun i => rfl, fun i => ?_⟩, ?_, ?_⟩
    · have := (L.ε_pos i).ne'
      rw [mul_div_cancel₀ _ this]
      ring
    · rw [hS]
      linear_combination -h1 - L.dEff * h3 - T * hs + (L.dEff * T - D) * hq
    · rw [hE, h3]

/-- The effective compliance is at most the mean compliance, with equality exactly when all
layers have the same piezoelectric coefficient. -/
theorem sEff_le_mean (L : Laminate ι) :
    L.sEff ≤ L.mean L.s ∧ (L.sEff = L.mean L.s ↔ ∀ i j, L.d i = L.d j) := by
  have hterm : ∀ i ∈ (Finset.univ : Finset ι),
      0 ≤ L.w i * ((L.d i - L.dEff) ^ 2 / L.ε i) := fun i _ =>
    mul_nonneg (L.w_pos i).le (div_nonneg (sq_nonneg _) (L.ε_pos i).le)
  have hV : 0 ≤ L.mean fun i => (L.d i - L.dEff) ^ 2 / L.ε i := Finset.sum_nonneg hterm
  refine ⟨by rw [Laminate.sEff]; linarith, fun h => ?_, fun h => ?_⟩
  · -- a vanishing sum of squares forces every coefficient to the effective value
    have h0 : ∑ i, L.w i * ((L.d i - L.dEff) ^ 2 / L.ε i) = 0 := by
      change (L.mean fun i => (L.d i - L.dEff) ^ 2 / L.ε i) = 0
      rw [Laminate.sEff] at h
      linarith
    have hd : ∀ i, L.d i = L.dEff := by
      intro i
      have hi := (Finset.sum_eq_zero_iff_of_nonneg hterm).mp h0 i (Finset.mem_univ i)
      have h2 := (mul_eq_zero.mp hi).resolve_left (L.w_pos i).ne'
      have h3 := (div_eq_zero_iff.mp h2).resolve_right (L.ε_pos i).ne'
      exact sub_eq_zero.mp (pow_eq_zero_iff (two_ne_zero)|>.mp h3)
    intro i j
    rw [hd i, hd j]
  · have hd : ∀ i, L.d i = L.dEff := by
      intro i
      apply mul_right_cancel₀ (mean_inv_eps_pos L).ne'
      rw [dEff_mul]
      simp only [Laminate.mean]
      rw [Finset.mul_sum]
      exact Finset.sum_congr rfl fun j _ => by rw [h j i]; ring
    have h0 : (L.mean fun i => (L.d i - L.dEff) ^ 2 / L.ε i) = 0 :=
      Finset.sum_eq_zero fun i _ => by simp [hd i]
    rw [Laminate.sEff, h0, sub_zero]

/-- Short-circuit compliance: at zero mean field and nonzero stress, the ratio of mean strain
to stress is at most the mean layer compliance, with equality exactly when all piezoelectric
coefficients coincide. -/
theorem short_circuit_compliance (L : Laminate ι) {T D : ℝ} {S E : ι → ℝ}
    (h : IsState L T D S E) (hE : L.mean E = 0) (hT : T ≠ 0) :
    L.mean S / T ≤ L.mean L.s ∧
      (L.mean S / T = L.mean L.s ↔ ∀ i j, L.d i = L.d j) := by
  have h1 := ((effective_law L T D (L.mean S) 0).mp ⟨S, E, h, rfl, hE⟩).1
  have h2 : L.mean S / T = L.sEff := by
    rw [div_eq_iff hT, h1]
    ring
  rw [h2]
  exact sEff_le_mean L

/-- The open-circuit compliance `s - d² / ε` of the laminate is the thickness average of the
open-circuit compliances of its layers. -/
theorem open_circuit_compliance (L : Laminate ι) :
    L.sEff - L.dEff ^ 2 / L.epsEff = L.mean fun i => L.s i - L.d i ^ 2 / L.ε i := by
  have hm : (L.mean fun i => L.s i - L.d i ^ 2 / L.ε i)
      = L.mean L.s - L.mean fun i => L.d i ^ 2 / L.ε i := by
    simp only [Laminate.mean, mul_sub, Finset.sum_sub_distrib]
  rw [Laminate.epsEff, div_inv_eq_mul]
  linear_combination sEff_expand L - hm - 2 * L.dEff * dEff_mul L

/-- Two equally thick layers of one material with opposite polarity. -/
def antiparallel (s d ε : ℝ) (hε : 0 < ε) : Laminate (Fin 2) where
  w := fun _ => 1 / 2
  s := fun _ => s
  d := ![d, -d]
  ε := fun _ => ε
  w_pos := fun _ => by norm_num
  w_sum := by rw [Fin.sum_univ_two]; norm_num
  ε_pos := fun _ => hε

/-- The antiparallel pair has zero effective piezoelectric coefficient, and its effective
compliance is `s - d² / ε`. -/
theorem antiparallel_effective (s d ε : ℝ) (hε : 0 < ε) :
    (antiparallel s d ε hε).dEff = 0 ∧
      (antiparallel s d ε hε).sEff = s - d ^ 2 / ε := by
  have hd : (antiparallel s d ε hε).dEff = 0 := by
    rw [Laminate.dEff, div_eq_zero_iff]
    left
    rw [Laminate.mean, Fin.sum_univ_two]
    change 1 / 2 * (d / ε) + 1 / 2 * (-d / ε) = 0
    ring
  refine ⟨hd, ?_⟩
  rw [Laminate.sEff, hd]
  simp only [Laminate.mean, Fin.sum_univ_two]
  change 1 / 2 * s + 1 / 2 * s
    - (1 / 2 * ((d - 0) ^ 2 / ε) + 1 / 2 * ((-d - 0) ^ 2 / ε)) = s - d ^ 2 / ε
  ring

end

end PiezoelectricSeriesLaminate
```

```lean
#print axioms PiezoelectricSeriesLaminate.short_circuit_compliance
#print axioms PiezoelectricSeriesLaminate.open_circuit_compliance
#print axioms PiezoelectricSeriesLaminate.antiparallel_effective
```

```
'PiezoelectricSeriesLaminate.short_circuit_compliance' depends on axioms: [propext, Classical.choice, Quot.sound]
'PiezoelectricSeriesLaminate.open_circuit_compliance' depends on axioms: [propext, Classical.choice, Quot.sound]
'PiezoelectricSeriesLaminate.antiparallel_effective' depends on axioms: [propext, Classical.choice, Quot.sound]
```

## From layer equations to theorems, and their limits

`Laminate` holds the layer data over a finite index type `ι`; the normalisation of the weights excludes an empty stack. `IsState` states the layer equations with common `T` and `D`, and `mean` is $\langle\cdot\rangle$.

`effective_law` is an equivalence: mean values `S'` and `E'` come from some layer state exactly when they satisfy the effective equations. Its local facts `hE` and `hS` are the two averaged equations, and `linear_combination` carries out the elimination, using $a>0$ from `mean_inv_eps_pos`, $d_{\rm eff}a=b$ from `dEff_mul` and the expanded square from `sEff_expand`.

`sEff_le_mean` proves the bound and its equality case through the sum of non-negative terms. `short_circuit_compliance` transfers both to the ratio $\langle S\rangle/T$ for any layer state with $\langle E\rangle=0$ and $T\ne0$. `open_circuit_compliance` proves the open-circuit average, and `antiparallel_effective` gives the coefficients of the opposite-polarity pair. The single-layer remark has no separate theorem.

The theorems concern exact real numbers, not rounding error. They do not treat tensor coefficients, lateral clamping, interface charge, losses or dynamics. Nor is $s_i>0$ or $s_i-d_i^2/\varepsilon_i>0$ assumed, so a code must check the mechanical stability of its input separately.

The model could also have allowed $w_i=0$. The bound would remain, but equality would then require equal $d_i$ only among layers of positive thickness.
